# Two anticommuting observables that square to one share no eigenvector, and their squared mean values in any state sum to at most one

Q: A beam of spin-1/2 particles is prepared so that measuring $\sigma_x$ gives $+1$ every time. Measuring $\sigma_z$ instead gives $+1$ and $-1$ equally often. If I tilt the preparation towards $z$, the second measurement becomes more predictable and the first less so. You say that this trade follows from $AB=-BA$ and $A^2=B^2=1$. Where is the physics in those equations?

A: For a Hermitian $A$, the condition $A^2=1$ says that the only possible outcomes are $\pm1$, as for a spin component in units of $\hbar/2$. Anticommutation then gives $ABA=-B$: applied as a unitary operation, $A$ reverses $B$, just as a half-turn about $x$ reverses the spin along $z$. Both conditions are assumed of the observables.

Q: Then show me first that no state is sharp in both.

A: Suppose $x\neq0$ with $Ax=ax$ and $Bx=bx$. Then $ABx=ab\,x$ and $BAx=ab\,x$, so anticommutation gives $ab\,x=-ab\,x$, hence $ab\,x=0$. But $A^2=B^2=1$ gives $a^2x=x$ and $b^2x=x$, so $x=a^2b^2x=ab\,(ab\,x)=0$, a contradiction.

Q: That only excludes perfect sharpness in both. What about the tilted states?

A: Take a finite family of Hermitian matrices $A_i$ that square to one and anticommute pairwise, and a unit vector $x$. Write $\langle M\rangle=x^\dagger Mx$, which is real for Hermitian $M$. For real coefficients $c_i$, averaging the double sum with its reordered copy gives
$$\Big(\sum_i c_iA_i\Big)^2=\tfrac12\sum_{i,j}c_ic_j(A_iA_j+A_jA_i)=\Big(\sum_i c_i^2\Big)1.$$
Now choose $c_i=\langle A_i\rangle$, and set $C=\sum_i\langle A_i\rangle A_i$ and $s=\sum_i\langle A_i\rangle^2$. Then $C^2=s\,1$ and $\langle C\rangle=s$, so
$$\|Cx-sx\|^2=\langle C^2\rangle-2s\langle C\rangle+s^2=s-2s^2+s^2=s(1-s).$$
A squared norm is not negative, so $s\le1$. If $s=1$, the norm vanishes and $Cx=x$. Conversely, $Cx=x$ gives $s=\langle C\rangle=x^\dagger x=1$.

Q: I accept the argument. My doubt is whether the Lean statement is about the same objects. What is a state there?

A: A function `x : n → ℂ` on a finite index type `n`, that is, a column of amplitudes, normalised so that $x^\dagger x=1$. The type does not include the normalisation, so the theorems that bound mean values assume it explicitly. The finite type `ι` labels the observables.

```lean
import Mathlib

open Matrix
open scoped ComplexOrder

namespace ComplementaryObservables

noncomputable section

variable {n ι : Type*} [Fintype n] [DecidableEq n] [Fintype ι]
```

Q: And the mean value?

A: It is the real part of $x^\dagger Ax$, where `star x ⬝ᵥ` supplies the conjugated amplitudes.

```lean
/-- The real part of `x† A x`. For a Hermitian `A` and a unit vector `x` this is the mean value of
the observable `A` in the state `x`. -/
def mean (A : Matrix n n ℂ) (x : n → ℂ) : ℝ := (star x ⬝ᵥ A *ᵥ x).re
```

Q: Taking the real part could hide an imaginary one.

A: For a general matrix it would. For Hermitian matrices the lemma `mean_eq`, further down, shows that nothing is lost. The assumptions on the family are these three:

```lean
/-- A family of complementary observables: Hermitian matrices that square to one and
anticommute pairwise. -/
structure Complementary (A : ι → Matrix n n ℂ) : Prop where
  herm : ∀ i, (A i).IsHermitian
  sq : ∀ i, A i * A i = 1
  anti : ∀ i j, i ≠ j → A i * A j = -(A j * A i)
```

Q: "Complementary" is a large word for that.

A: It is used narrowly here, for finite matrices with outcomes $\pm1$ that anticommute. Position and momentum are not of this kind. The operator $C$ of the derivation is a case of the following definition, with the mean values as coefficients.

```lean
/-- The matrix `∑ cᵢ Aᵢ` with real coefficients `cᵢ`. -/
def combo (c : ι → ℝ) (A : ι → Matrix n n ℂ) : Matrix n n ℂ := ∑ i, (c i : ℂ) • A i
```

The Pauli matrices serve as the concrete example. Counting starts at zero, so `pauli 0`, `pauli 1` and `pauli 2` are $\sigma_x$, $\sigma_y$ and $\sigma_z$.

```lean
/-- The three Pauli matrices, in the order x, y, z. -/
def pauli : Fin 3 → Matrix (Fin 2) (Fin 2) ℂ :=
  ![!![0, 1; 1, 0], !![0, -Complex.I; Complex.I, 0], !![1, 0; 0, -1]]
```

Q: Does the first theorem exclude every common eigenvector, or only those with eigenvalues $\pm1$?

A: Every one. The eigenvalues `a` and `b` are arbitrary complex numbers, and the statement does not even ask for Hermitian matrices. In the proof, `hax` and `hbx` are $a^2x=x$ and $b^2x=x$, `h1` and `h2` compute the two products on $x$, and `hz` is $ab\,x=0$. The final `calc` is the chain that ends in $x=0$.

```lean
/-- Two anticommuting matrices that both square to one have no common eigenvector. -/
theorem no_common_eigenvector {A B : Matrix n n ℂ} (hA : A * A = 1) (hB : B * B = 1)
    (hAB : A * B = -(B * A)) :
    ¬ ∃ x : n → ℂ, x ≠ 0 ∧ ∃ a b : ℂ, A *ᵥ x = a • x ∧ B *ᵥ x = b • x := by
  rintro ⟨x, hx, a, b, ha, hb⟩
  have hax : (a * a) • x = x := by
    rw [← smul_smul, ← ha, ← Matrix.mulVec_smul, ← ha, Matrix.mulVec_mulVec, hA,
      Matrix.one_mulVec]
  have hbx : (b * b) • x = x := by
    rw [← smul_smul, ← hb, ← Matrix.mulVec_smul, ← hb, Matrix.mulVec_mulVec, hB,
      Matrix.one_mulVec]
  have h1 : (A * B) *ᵥ x = (b * a) • x := by
    rw [← Matrix.mulVec_mulVec, hb, Matrix.mulVec_smul, ha, smul_smul]
  have h2 : (B * A) *ᵥ x = (a * b) • x := by
    rw [← Matrix.mulVec_mulVec, ha, Matrix.mulVec_smul, hb, smul_smul]
  -- anticommutation forces the product of the eigenvalues to annihilate `x`
  rw [hAB, Matrix.neg_mulVec, h2] at h1
  have hz : (a * b) • x = 0 := by
    linear_combination (norm := module) (-1 / 2 : ℂ) • h1
  apply hx
  calc x = (a * a) • ((b * b) • x) := by rw [hbx, hax]
    _ = (a * b) • ((a * b) • x) := by module
    _ = 0 := by rw [hz, smul_zero]
```

Next comes the promised lemma. It shows that $x^\dagger Ax$ equals its own complex conjugate by moving $A$ from one side of the product to the other.

```lean
omit [DecidableEq n] in
/-- For a Hermitian matrix `A` the number `x† A x` is real, so it equals `mean A x`. -/
theorem mean_eq {A : Matrix n n ℂ} (hA : A.IsHermitian) (x : n → ℂ) :
    (mean A x : ℂ) = star x ⬝ᵥ A *ᵥ x := by
  have h : star (star x ⬝ᵥ A *ᵥ x) = star x ⬝ᵥ A *ᵥ x := by
    rw [← Matrix.star_dotProduct, Matrix.star_mulVec, hA.eq, ← Matrix.dotProduct_mulVec]
  exact Complex.conj_eq_iff_re.mp h
```

Q: How does Lean handle the cancelling cross terms?

A: As in the derivation. `h1` expands the square, and `h2` is the same double sum with the matrix factors exchanged. `key` says that the two terms for a pair $i,j$ add to zero if $i\ne j$ and to $2c_i^2\,1$ if $i=j$. Adding the two expansions and halving gives the result.

```lean
/-- A real combination of complementary observables squares to the sum of the squared
coefficients times the identity. -/
theorem combo_sq {A : ι → Matrix n n ℂ} (h : Complementary A) (c : ι → ℝ) :
    combo c A * combo c A = ((∑ i, c i ^ 2 : ℝ) : ℂ) • (1 : Matrix n n ℂ) := by
  classical
  have h1 : combo c A * combo c A = ∑ i, ∑ j, ((c i : ℂ) * c j) • (A i * A j) := by
    simp only [combo, Finset.sum_mul_sum, smul_mul_smul_comm]
  have h2 : combo c A * combo c A = ∑ i, ∑ j, ((c i : ℂ) * c j) • (A j * A i) := by
    rw [h1, Finset.sum_comm]
    refine Finset.sum_congr rfl fun i _ => Finset.sum_congr rfl fun j _ => ?_
    rw [mul_comm (c j : ℂ)]
  -- in the symmetrised double sum only the diagonal survives
  have key : ∀ i j, ((c i : ℂ) * c j) • (A i * A j) + ((c i : ℂ) * c j) • (A j * A i)
      = if i = j then (2 * (c i : ℂ) ^ 2) • (1 : Matrix n n ℂ) else 0 := by
    intro i j
    by_cases hij : i = j
    · subst hij
      rw [if_pos rfl, h.sq]
      module
    · rw [if_neg hij, h.anti i j hij]
      module
  have h3 := congrArg₂ (· + ·) h1 h2
  simp only [← Finset.sum_add_distrib, key, Finset.sum_ite_eq, Finset.mem_univ, if_true,
    ← Finset.sum_smul, ← Finset.mul_sum] at h3
  push_cast
  linear_combination (norm := module) (1 / 2 : ℂ) • h3
```

The residual is computed for any Hermitian $M$ with $M^2=s\,1$ and $\langle M\rangle=s$. `hmove` transfers $M$ across the inner product, `hMM` is $\langle M^2\rangle=s$, and `ring` collects $s-2s^2+s^2$.

```lean
/-- If a Hermitian `M` has `M² = s` and mean value `s` in the unit vector `x`, then
`M x - s x` has squared norm `s (1 - s)`. -/
theorem residual_norm {M : Matrix n n ℂ} (hM : M.IsHermitian) {s : ℝ} {x : n → ℂ}
    (hsq : M * M = (s : ℂ) • (1 : Matrix n n ℂ)) (hs : star x ⬝ᵥ M *ᵥ x = (s : ℂ))
    (hx : star x ⬝ᵥ x = 1) :
    star (M *ᵥ x - (s : ℂ) • x) ⬝ᵥ (M *ᵥ x - (s : ℂ) • x) = ((s * (1 - s) : ℝ) : ℂ) := by
  have hmove : ∀ v, star (M *ᵥ x) ⬝ᵥ v = star x ⬝ᵥ M *ᵥ v := by
    intro v
    rw [Matrix.star_mulVec, hM.eq, ← Matrix.dotProduct_mulVec]
  have hstar : star (s : ℂ) = (s : ℂ) := Complex.conj_ofReal s
  have hMM : star x ⬝ᵥ M *ᵥ (M *ᵥ x) = (s : ℂ) := by
    rw [Matrix.mulVec_mulVec, hsq, Matrix.smul_mulVec, Matrix.one_mulVec, dotProduct_smul,
      hx, smul_eq_mul, mul_one]
  simp only [star_sub, star_smul, hstar, sub_dotProduct, dotProduct_sub, smul_dotProduct,
    dotProduct_smul, smul_eq_mul]
  rw [hmove (M *ᵥ x), hmove x, hMM, hs, hx]
  push_cast
  ring
```

Q: So the bound is positivity of that expression?

A: Yes. The main theorem takes a complementary family and a vector with $x^\dagger x=1$. It states that $\sum_i\langle A_i\rangle^2\le1$, and that equality holds exactly when $Cx=x$. In the proof, `hM` shows that $C$ is Hermitian, and `hlin` obtains $\langle C\rangle=s$ by adding one observable at a time. `hres` then inserts $C$ into the residual formula. The three closing bullets are the bound, the step from $s=1$ to $Cx=x$, and its converse.

```lean
/-- For complementary observables the squared mean values in a unit vector `x` sum to at most
one, with equality exactly when `x` is fixed by `∑ ⟨Aᵢ⟩ Aᵢ`. -/
theorem sum_sq_mean_le_one {A : ι → Matrix n n ℂ} (h : Complementary A) {x : n → ℂ}
    (hx : star x ⬝ᵥ x = 1) :
    ∑ i, mean (A i) x ^ 2 ≤ 1 ∧
      (∑ i, mean (A i) x ^ 2 = 1 ↔ combo (fun i => mean (A i) x) A *ᵥ x = x) := by
  classical
  have hM : (combo (fun i => mean (A i) x) A).IsHermitian := by
    have hH : ∀ i, (A i)ᴴ = A i := fun i => (h.herm i).eq
    simp [Matrix.IsHermitian, combo, Matrix.conjTranspose_sum, Matrix.conjTranspose_smul, hH]
  have hlin : ∀ t : Finset ι, star x ⬝ᵥ (∑ i ∈ t, (mean (A i) x : ℂ) • A i) *ᵥ x
      = ∑ i ∈ t, (mean (A i) x : ℂ) ^ 2 := by
    intro t
    induction t using Finset.induction_on with
    | empty => simp
    | insert a t ha ih =>
      rw [Finset.sum_insert ha, Finset.sum_insert ha, Matrix.add_mulVec, dotProduct_add, ih,
        Matrix.smul_mulVec, dotProduct_smul, smul_eq_mul, ← mean_eq (h.herm a), sq]
  have hs : star x ⬝ᵥ combo (fun i => mean (A i) x) A *ᵥ x
      = ((∑ i, mean (A i) x ^ 2 : ℝ) : ℂ) := by
    push_cast
    exact hlin Finset.univ
  have hres := residual_norm hM (combo_sq h _) hs hx
  refine ⟨?_, fun h1 => ?_, fun hfix => ?_⟩
  · -- a squared norm is nonnegative
    have h0 := dotProduct_star_self_nonneg
      (combo (fun i => mean (A i) x) A *ᵥ x - ((∑ i, mean (A i) x ^ 2 : ℝ) : ℂ) • x)
    rw [hres] at h0
    have h0' := Complex.zero_le_real.mp h0
    by_contra hlt
    nlinarith [not_le.mp hlt]
  · -- at saturation the residual vanishes
    have hz : (((1 : ℝ) * (1 - 1) : ℝ) : ℂ) = 0 := by norm_num
    rw [h1, hz] at hres
    have h0 := dotProduct_star_self_eq_zero.mp hres
    rw [Complex.ofReal_one, one_smul] at h0
    exact sub_eq_zero.mp h0
  · rw [hfix, hx] at hs
    exact_mod_cast hs.symm
```

Q: What does it say for a single observable?

A: That $\langle A\rangle^2\le1$, with equality exactly when $\langle A\rangle Ax=x$. Since $\langle A\rangle=\pm1$ in that case, this means $Ax=\langle A\rangle x$: the mean reaches $\pm1$ only in an eigenvector. For two observables a one-dimensional space is too small, because nonzero numbers do not anticommute. The smallest space that has both a state and such a pair is that of the qubit.

Q: And my original pair $A$, $B$?

A: It gets its own theorem, which joins the two conclusions. The proof places the matrices in the two-member family `![A, B]`, checks the relations in both orders, and reads off the bound.

```lean
/-- Two anticommuting Hermitian observables that square to one have no common eigenvector, and
in every unit vector their squared mean values sum to at most one. -/
theorem complementary_pair {A B : Matrix n n ℂ} (hA : A.IsHermitian) (hB : B.IsHermitian)
    (hA2 : A * A = 1) (hB2 : B * B = 1) (hAB : A * B = -(B * A)) :
    (¬ ∃ x : n → ℂ, x ≠ 0 ∧ ∃ a b : ℂ, A *ᵥ x = a • x ∧ B *ᵥ x = b • x) ∧
      ∀ x : n → ℂ, star x ⬝ᵥ x = 1 → mean A x ^ 2 + mean B x ^ 2 ≤ 1 := by
  refine ⟨no_common_eigenvector hA2 hB2 hAB, fun x hx => ?_⟩
  have hBA : B * A = -(A * B) := by rw [hAB, neg_neg]
  have h : Complementary ![A, B] :=
    ⟨Fin.forall_fin_two.mpr ⟨hA, hB⟩, Fin.forall_fin_two.mpr ⟨hA2, hB2⟩,
      Fin.forall_fin_two.mpr
        ⟨Fin.forall_fin_two.mpr ⟨fun h => absurd rfl h, fun _ => hAB⟩,
          Fin.forall_fin_two.mpr ⟨fun _ => hBA, fun h => absurd rfl h⟩⟩⟩
  simpa [Fin.sum_univ_two] using (sum_sq_mean_le_one h hx).1
```

Q: Here you ask for Hermitian matrices again. Does the bound need that?

A: It does. Take
$$A=\begin{pmatrix}0&2\\ \tfrac12&0\end{pmatrix},\qquad B=\sigma_z,\qquad x=\tfrac1{\sqrt2}\begin{pmatrix}1\\1\end{pmatrix}.$$
Both matrices square to one and they anticommute, so they still share no eigenvector. But $x^\dagger Ax=\tfrac54$, and its square already exceeds one. If you keep Hermiticity and give up anticommutation, $A=B=\sigma_z$ in the state $(1,0)$ breaks both conclusions: the state is a common eigenvector, and the squares sum to two.

Q: What does the statement leave out of my experiment?

A: The states are pure and the space is finite-dimensional. There is no model of the apparatus and nothing about the state after a measurement. The theorem compares mean values in one fixed state, which you would estimate from separate runs on identically prepared particles.

Q: Does it matter beyond a single spin?

A: In qubit encodings of electronic structure, the Hamiltonian is a real combination of Pauli strings. Any set of these strings on finitely many qubits that anticommute pairwise obeys the bound, which limits the mean values that a pure state can give them jointly.

Q: I would still like to see that the assumptions describe real spin components.

A: The three Pauli matrices satisfy them, and the proof checks this entry by entry. For a qubit in a pure state, the main theorem therefore gives $\langle\sigma_x\rangle^2+\langle\sigma_y\rangle^2+\langle\sigma_z\rangle^2\le1$. In fact the sum is exactly one for every such state, which is not proved here.

```lean
/-- The three Pauli matrices are complementary observables. -/
theorem pauli_witness : Complementary pauli := by
  refine ⟨fun i => ?_, fun i => ?_, fun i j hij => ?_⟩
  · refine Matrix.ext fun a b => ?_
    fin_cases i <;> fin_cases a <;> fin_cases b <;> simp [pauli, Matrix.conjTranspose_apply]
  · ext a b
    fin_cases i <;> fin_cases a <;> fin_cases b <;>
      simp [pauli, Matrix.mul_apply, Fin.sum_univ_two]
  · fin_cases i <;> fin_cases j <;> first
      | exact absurd rfl hij
      | (ext a b
         fin_cases a <;> fin_cases b <;> simp [pauli, Matrix.mul_apply, Fin.sum_univ_two])
```

Q: And my tilted beam? It involves only two of the three components. Does it reach the bound for that pair?

A: Take the state $(\cos t,\sin t)$ with real $t$. Its norm is one, and
$$\langle\sigma_x\rangle=2\sin t\cos t=\sin2t,\qquad \langle\sigma_z\rangle=\cos^2t-\sin^2t=\cos2t.$$
The squares sum to one for every $t$, so as $t$ varies the pair of mean values runs around the whole unit circle. Your first preparation is $t=\pi/4$, with mean values $1$ and $0$. Tilting towards $z$ lowers $t$ to zero, where they are $0$ and $1$. The proof computes with arbitrary real amplitudes `u` and `v` first, then inserts the cosine and sine and applies the double-angle formulas.

```lean
/-- The qubit state `(cos t, sin t)` is a unit vector with mean values `sin 2t` of the Pauli
matrix x and `cos 2t` of the Pauli matrix z. -/
theorem pauli_circle (t : ℝ) :
    let x : Fin 2 → ℂ := ![(Real.cos t : ℂ), (Real.sin t : ℂ)]
    star x ⬝ᵥ x = 1 ∧ mean (pauli 0) x = Real.sin (2 * t) ∧
      mean (pauli 2) x = Real.cos (2 * t) := by
  -- compute with arbitrary real amplitudes first
  have key : ∀ u v : ℝ, star ![(u : ℂ), (v : ℂ)] ⬝ᵥ ![(u : ℂ), (v : ℂ)]
        = ((u ^ 2 + v ^ 2 : ℝ) : ℂ) ∧
      mean (pauli 0) ![(u : ℂ), (v : ℂ)] = 2 * v * u ∧
      mean (pauli 2) ![(u : ℂ), (v : ℂ)] = u ^ 2 - v ^ 2 := by
    intro u v
    refine ⟨?_, ?_, ?_⟩ <;>
      simp [mean, pauli, dotProduct, Matrix.mulVec, Fin.sum_univ_two] <;> ring
  obtain ⟨h1, h2, h3⟩ := key (Real.cos t) (Real.sin t)
  refine ⟨?_, ?_, ?_⟩
  · rw [h1, Real.cos_sq_add_sin_sq, Complex.ofReal_one]
  · rw [h2, Real.sin_two_mul]
  · rw [h3, Real.cos_two_mul']

end

end ComplementaryObservables
```

```lean
#print axioms ComplementaryObservables.sum_sq_mean_le_one
#print axioms ComplementaryObservables.complementary_pair
#print axioms ComplementaryObservables.pauli_circle
```

```
'ComplementaryObservables.sum_sq_mean_le_one' depends on axioms: [propext, Classical.choice, Quot.sound]
'ComplementaryObservables.complementary_pair' depends on axioms: [propext, Classical.choice, Quot.sound]
'ComplementaryObservables.pauli_circle' depends on axioms: [propext, Classical.choice, Quot.sound]
```
